# Continuous CPA bands from a two-point k-mesh

A density of states that fills continuous bands in a coherent-potential (CPA) calculation can be mistaken for a sign that the k-mesh is fine enough. An ordered one-orbital crystal sampled at two k-points with different band energies shows two sharp levels, so the coarseness is visible. In the alloy the self-energy can hide it. For a non-interacting, one-orbital, equimolar alloy of two species that differ only in their site level, the energies where this happens on a two-point mesh can be found in closed form.

```lean
import Mathlib

open Complex

namespace CoarseMeshCPA

noncomputable section
```

## The medium and the averaged atom

The mesh points have band energies $t$ and $-t$, the atoms have levels $v$ and $-v$, and $z$ is the energy. All three are real, with no small imaginary part added to $z$. The effective medium has a complex, k-independent self-energy $S$. With $w=z-S$, its site propagator is the mesh average
$$G=\tfrac12\left[\frac1{w-t}+\frac1{w+t}\right].$$

```lean
/-- Site propagator of the effective medium with self-energy `S`, averaged over the two mesh
points with band energies `t` and `-t`; its domain is `z - S ≠ t` and `z - S ≠ -t`. -/
def meshPropagator (t z : ℝ) (S : ℂ) : ℂ :=
  (1 / ((z : ℂ) - S - t) + 1 / ((z : ℂ) - S + t)) / 2
```

An atom with level $u$ placed in this medium scatters with

$$T_u=\frac{u-S}{1-(u-S)G}.$$

```lean
/-- Single-site T-matrix of an atom with level `u` in a medium with self-energy `S` and site
propagator `G`; its domain is `1 - (u - S) G ≠ 0`. -/
def siteT (u G S : ℂ) : ℂ := (u - S) / (1 - (u - S) * G)
```

The CPA requires that the two species, each with weight $1/2$, do not scatter on average: $(T_v+T_{-v})/2=0$. Since Lean sets division by zero to zero, `IsCPA` also demands that both scattering denominators be nonzero.

```lean
/-- The CPA condition for the equimolar alloy with levels `v` and `-v`: both T-matrices are
finite and their average vanishes. -/
def IsCPA (t v z : ℝ) (S : ℂ) : Prop :=
  1 - ((v : ℂ) - S) * meshPropagator t z S ≠ 0 ∧
  1 - (-(v : ℂ) - S) * meshPropagator t z S ≠ 0 ∧
  (siteT v (meshPropagator t z S) S + siteT (-v) (meshPropagator t z S) S) / 2 = 0
```

The sign of one real number will decide the outcome:
$$D=((z-v)^2-t^2)((z+v)^2-t^2).$$

```lean
/-- The product `((z - v)² - t²) ((z + v)² - t²)`. -/
def bandFunction (t v z : ℝ) : ℝ := ((z - v) ^ 2 - t ^ 2) * ((z + v) ^ 2 - t ^ 2)
```

## From the T-matrix to a quadratic

If $S$ is nonreal, $w\mp t$ has a nonzero imaginary part and cannot vanish. Adding the fractions gives $G=w/(w^2-t^2)$.

```lean
/-- For a nonreal self-energy the denominator `(z - S)² - t²` does not vanish, and the mesh
propagator equals `(z - S) / ((z - S)² - t²)`. -/
theorem meshPropagator_eq {t z : ℝ} {S : ℂ} (hS : S.im ≠ 0) :
    ((z : ℂ) - S) ^ 2 - (t : ℂ) ^ 2 ≠ 0 ∧
    meshPropagator t z S = ((z : ℂ) - S) / (((z : ℂ) - S) ^ 2 - (t : ℂ) ^ 2) := by
  have h1 : (z : ℂ) - S - t ≠ 0 := fun h => hS (by simpa using congrArg Complex.im h)
  have h2 : (z : ℂ) - S + t ≠ 0 := fun h => hS (by simpa using congrArg Complex.im h)
  have e : ((z : ℂ) - S) ^ 2 - (t : ℂ) ^ 2 = ((z : ℂ) - S - t) * ((z : ℂ) - S + t) := by ring
  rw [e]
  refine ⟨mul_ne_zero h1 h2, ?_⟩
  rw [meshPropagator, div_add_div _ _ h1 h2, div_div,
    div_eq_div_iff (mul_ne_zero (mul_ne_zero h1 h2) two_ne_zero) (mul_ne_zero h1 h2)]
  ring
```

Over a common denominator, the numerator of $T_v+T_{-v}$ is
$$(v-S)(1+(v+S)G)-(v+S)(1-(v-S)G)=-2S+2(v^2-S^2)G,$$
so $S=(v^2-S^2)G$.

```lean
/-- A CPA self-energy satisfies `S = (v² - S²) G`, with `G` the mesh propagator. -/
theorem selfEnergy_eq {t v z : ℝ} {S : ℂ} (h : IsCPA t v z S) :
    S = ((v : ℂ) ^ 2 - S ^ 2) * meshPropagator t z S := by
  obtain ⟨h1, h2, h⟩ := h
  simp only [siteT] at h
  rw [div_add_div _ _ h1 h2, div_div, div_eq_zero_iff] at h
  rcases h with h | h
  · linear_combination (-1 / 2 : ℂ) * h
  · exact absurd h (mul_ne_zero (mul_ne_zero h1 h2) two_ne_zero)
```

Conversely, let this equation hold with $v\neq0$. If $1-(v-S)G$ were zero, multiplying by $v+S$ would give $v+S=S$, hence $v=0$. The other denominator is treated in the same way with the factor $v-S$. The T-matrix condition is therefore equivalent to the rational equation for nonreal $S$.

```lean
/-- For `v ≠ 0` and nonreal `S`, the vanishing of the averaged T-matrix is equivalent to the
rational equation `S = (v² - S²)(z - S) / ((z - S)² - t²)`. -/
theorem isCPA_iff {t v z : ℝ} {S : ℂ} (hv : v ≠ 0) (hS : S.im ≠ 0) :
    IsCPA t v z S ↔
      S = ((v : ℂ) ^ 2 - S ^ 2) * (((z : ℂ) - S) / (((z : ℂ) - S) ^ 2 - (t : ℂ) ^ 2)) := by
  rw [← (meshPropagator_eq hS).2]
  refine ⟨selfEnergy_eq, fun h => ?_⟩
  have hv' : (v : ℂ) ≠ 0 := Complex.ofReal_ne_zero.mpr hv
  -- a vanishing scattering denominator would force the two levels to coincide
  have h1 : 1 - ((v : ℂ) - S) * meshPropagator t z S ≠ 0 := fun hd =>
    hv' (by linear_combination ((v : ℂ) + S) * hd - h)
  have h2 : 1 - (-(v : ℂ) - S) * meshPropagator t z S ≠ 0 := fun hd =>
    hv' (by linear_combination ((v : ℂ) - S) * hd + h)
  unfold IsCPA
  refine ⟨h1, h2, ?_⟩
  simp only [siteT]
  rw [div_add_div _ _ h1 h2, div_div, div_eq_zero_iff]
  left
  linear_combination (-2 : ℂ) * h
```

Substituting $S=z-w$ into $S(w^2-t^2)=(v^2-S^2)w$ gives
$$zw^2-zt^2-w^3+t^2w=v^2w-z^2w+2zw^2-w^3.$$
The cubic terms cancel, leaving
$$zw^2-(z^2+t^2-v^2)w+zt^2=0.$$

```lean
/-- For nonreal `S` the equation `S = (v² - S²) G` is a quadratic equation for `z - S`:
the cubic terms cancel. -/
theorem quadratic_iff {t v z : ℝ} {S : ℂ} (hS : S.im ≠ 0) :
    S = ((v : ℂ) ^ 2 - S ^ 2) * meshPropagator t z S ↔
      (z : ℂ) * ((z : ℂ) - S) ^ 2 - ((z : ℂ) ^ 2 + (t : ℂ) ^ 2 - (v : ℂ) ^ 2) * ((z : ℂ) - S)
        + (z : ℂ) * (t : ℂ) ^ 2 = 0 := by
  obtain ⟨hne, hG⟩ := meshPropagator_eq (t := t) (z := z) hS
  rw [hG, ← mul_div_assoc, eq_div_iff hne]
  constructor <;> intro h <;> linear_combination -h
```

## When the self-energy is complex

Write $w=a-iy$, with $a=z-\operatorname{Re}S$ and $y=\operatorname{Im}S\neq0$. The imaginary part of the quadratic, divided by $y$, gives $2za=z^2+t^2-v^2$. Inserting this into the real part and dividing by $z\neq0$ gives $a^2+y^2=t^2$. Hence
$$4z^2y^2=4z^2t^2-(z^2+t^2-v^2)^2=-D.$$
In the proof these two relations are `hp` and `hc`, and `linear_combination` checks the algebra.

```lean
/-- At real energy `z ≠ 0`, a nonreal CPA self-energy satisfies `|z - S|² = t²`, and its
imaginary part is fixed up to sign by the band function. -/
theorem nonreal_selfEnergy {t v z : ℝ} {S : ℂ} (hz : z ≠ 0) (hS : S.im ≠ 0)
    (h : IsCPA t v z S) :
    (z - S.re) ^ 2 + S.im ^ 2 = t ^ 2 ∧ 4 * z ^ 2 * S.im ^ 2 = -bandFunction t v z := by
  have hq := (quadratic_iff hS).mp (selfEnergy_eq h)
  have hre := congrArg Complex.re hq
  have him := congrArg Complex.im hq
  simp only [pow_two, add_re, sub_re, mul_re, add_im, sub_im, mul_im, ofReal_re, ofReal_im,
    zero_re, zero_im] at hre him
  -- the imaginary part gives the sum of the roots, the real part their product
  have hp : 2 * z * (z - S.re) = z ^ 2 + t ^ 2 - v ^ 2 := by
    apply mul_left_cancel₀ hS
    linear_combination -him
  have hc : (z - S.re) ^ 2 + S.im ^ 2 = t ^ 2 := by
    apply mul_left_cancel₀ hz
    linear_combination -hre + (z - S.re) * hp
  refine ⟨hc, ?_⟩
  unfold bandFunction
  linear_combination 4 * z ^ 2 * hc - (2 * z * (z - S.re) + (z ^ 2 + t ^ 2 - v ^ 2)) * hp
```

A nonreal solution thus forces $D<0$. If instead $D<0$, then $v\neq0$, because $v=0$ gives $D=(z^2-t^2)^2\ge0$. Take $a=(z^2+t^2-v^2)/(2z)$ and $y=\sqrt{-D}/(2|z|)$; then $w=a-iy$ solves the quadratic, and for $S=z-w$ the equivalences above lead back to the CPA condition.

The theorem states existence and does not select a branch: the complex conjugate is also a solution.

```lean
/-- At real energy `z ≠ 0`, the CPA on the two-point mesh has a nonreal self-energy if and only
if `((z - v)² - t²) ((z + v)² - t²) < 0`. -/
theorem exists_nonreal_iff {t v z : ℝ} (hz : z ≠ 0) :
    (∃ S : ℂ, S.im ≠ 0 ∧ IsCPA t v z S) ↔
      ((z - v) ^ 2 - t ^ 2) * ((z + v) ^ 2 - t ^ 2) < 0 := by
  change _ ↔ bandFunction t v z < 0
  constructor
  · rintro ⟨S, hS, h⟩
    have h2 := (nonreal_selfEnergy hz hS h).2
    have : 0 < 4 * z ^ 2 * S.im ^ 2 := by positivity
    linarith
  · intro hD
    have hv : v ≠ 0 := by
      rintro rfl
      unfold bandFunction at hD
      nlinarith [sq_nonneg (z ^ 2 - t ^ 2)]
    -- real and imaginary part of the root of the quadratic equation
    obtain ⟨a, ha⟩ : ∃ a : ℝ, 2 * z * a = z ^ 2 + t ^ 2 - v ^ 2 :=
      ⟨(z ^ 2 + t ^ 2 - v ^ 2) / (2 * z), by field_simp⟩
    have hpos : 0 < -bandFunction t v z / (4 * z ^ 2) :=
      div_pos (by linarith) (by positivity)
    obtain ⟨y, hy0, hy⟩ : ∃ y : ℝ, y ≠ 0 ∧ 4 * z ^ 2 * y ^ 2 = -bandFunction t v z := by
      refine ⟨√(-bandFunction t v z / (4 * z ^ 2)), (Real.sqrt_pos.mpr hpos).ne', ?_⟩
      rw [Real.sq_sqrt hpos.le]
      field_simp
    have hc : a ^ 2 + y ^ 2 = t ^ 2 := by
      have h4 : 4 * z ^ 2 ≠ 0 := by positivity
      apply mul_left_cancel₀ h4
      unfold bandFunction at hy
      linear_combination hy + (2 * z * a + (z ^ 2 + t ^ 2 - v ^ 2)) * ha
    have hS : (⟨z - a, y⟩ : ℂ).im ≠ 0 := hy0
    refine ⟨⟨z - a, y⟩, hS, ?_⟩
    rw [isCPA_iff hv hS, ← (meshPropagator_eq hS).2, quadratic_iff hS]
    apply Complex.ext <;>
      simp only [pow_two, add_re, sub_re, mul_re, add_im, sub_im, mul_im, ofReal_re, ofReal_im,
        zero_re, zero_im]
    · linear_combination -z * hc + a * ha
    · linear_combination -y * ha
```

For $t,v>0$, factor $D=(z^2-(t-v)^2)(z^2-(t+v)^2)$. Since $(t-v)^2<(t+v)^2$, a negative product means that $z^2$ lies strictly between them.

```lean
/-- For `t, v > 0` and real `z ≠ 0`, nonreal CPA self-energies exist exactly for
`|t - v| < |z| < t + v`. -/
theorem band_edges {t v z : ℝ} (ht : 0 < t) (hv : 0 < v) (hz : z ≠ 0) :
    (∃ S : ℂ, S.im ≠ 0 ∧ IsCPA t v z S) ↔ |t - v| < |z| ∧ |z| < t + v := by
  have e : ((z - v) ^ 2 - t ^ 2) * ((z + v) ^ 2 - t ^ 2)
      = (z ^ 2 - (t - v) ^ 2) * (z ^ 2 - (t + v) ^ 2) := by ring
  have hs : |t + v| = t + v := abs_of_pos (add_pos ht hv)
  rw [exists_nonreal_iff hz, e, mul_neg_iff, ← hs, ← sq_lt_sq, ← sq_lt_sq, sq_abs]
  constructor
  · rintro (⟨h1, h2⟩ | ⟨h1, h2⟩)
    · exact ⟨by linarith, by linarith⟩
    · nlinarith [mul_pos ht hv]
  · rintro ⟨h1, h2⟩
    exact Or.inl ⟨by linarith, by linarith⟩
```

The edges $\pm t\pm v$ are the levels of the two pure crystals on the same mesh. As $v\to0$ at fixed $t>0$, the bands shrink onto the two sharp levels $\pm t$.

## The density of states

The same relations give the spectrum on the retarded branch, $\operatorname{Im}S<0$. Since $t^2=w\bar w$, we have $w^2-t^2=w(w-\bar w)=-2iyw$, so $G=i/(2y)$ is purely imaginary and
$$-\frac{\operatorname{Im}G}{\pi}=\frac{|z|}{\pi\sqrt{-D}}.$$
For $t,v>0$ this is smooth inside the bands, but it diverges at the outer edges $|z|=t+v$ and, if $t\neq v$, also at the inner edges $|z|=|t-v|$.

```lean
/-- At real `z ≠ 0`, a CPA self-energy with `Im S < 0` gives the density of states
`-Im G / π = |z| / (π √(-D))`, where `D` is the band function. -/
theorem density_of_states {t v z : ℝ} {S : ℂ} (hz : z ≠ 0) (hS : S.im < 0)
    (h : IsCPA t v z S) :
    -(meshPropagator t z S).im / Real.pi
      = |z| / (Real.pi * √(-bandFunction t v z)) := by
  obtain ⟨hc, hD⟩ := nonreal_selfEnergy hz hS.ne h
  obtain ⟨hne, hG⟩ := meshPropagator_eq (t := t) (z := z) hS.ne
  have hy : 2 * S.im ≠ 0 := mul_ne_zero two_ne_zero hS.ne
  -- since |z - S|² = t², the propagator is purely imaginary
  have hI : meshPropagator t z S = I / ((2 * S.im : ℝ) : ℂ) := by
    rw [hG, div_eq_div_iff hne (Complex.ofReal_ne_zero.mpr hy)]
    apply Complex.ext <;>
      simp only [pow_two, sub_re, mul_re, sub_im, mul_im, ofReal_re, ofReal_im, I_re, I_im]
    · ring
    · linear_combination -hc
  have hsqrt : √(-bandFunction t v z) = 2 * |z| * (-S.im) := by
    have e : 4 * z ^ 2 * S.im ^ 2 = (2 * |z| * (-S.im)) ^ 2 := by
      rw [mul_pow, mul_pow, sq_abs]
      ring
    rw [← hD, e]
    exact Real.sqrt_sq (mul_nonneg (by positivity) (by linarith))
  have hz' : |z| ≠ 0 := abs_ne_zero.mpr hz
  have hy' : S.im ≠ 0 := hS.ne
  have hpi : Real.pi ≠ 0 := Real.pi_ne_zero
  rw [hsqrt, hI, Complex.div_ofReal_im, I_im]
  field_simp
```

## The band centre at $t=v$

At $z=0$ and $t=v\neq0$ every coefficient of the quadratic vanishes. Every nonreal $S$ then satisfies the CPA condition although $D=0$, so the criterion fails at this point and some hypothesis has to exclude it; $z\neq0$ does. Only the equation at exactly $z=0$ is degenerate: for $t=v$ the solution with $\operatorname{Im}S<0$ at nearby real energies tends to $-i|v|$ as $z\to0$.

```lean
/-- At `z = 0` with `t = v ≠ 0` every nonreal `S` solves the CPA condition, although the band
function is zero there. -/
theorem band_centre_degenerate {v : ℝ} {S : ℂ} (hv : v ≠ 0) (hS : S.im ≠ 0) :
    IsCPA v v 0 S ∧ bandFunction v v 0 = 0 := by
  constructor
  · rw [isCPA_iff hv hS, ← (meshPropagator_eq hS).2, quadratic_iff hS]
    push_cast
    ring
  · unfold bandFunction
    ring

end

end CoarseMeshCPA
```

```lean
#print axioms CoarseMeshCPA.exists_nonreal_iff
#print axioms CoarseMeshCPA.band_edges
#print axioms CoarseMeshCPA.density_of_states
#print axioms CoarseMeshCPA.band_centre_degenerate
```

```
'CoarseMeshCPA.exists_nonreal_iff' depends on axioms: [propext, Classical.choice, Quot.sound]
'CoarseMeshCPA.band_edges' depends on axioms: [propext, Classical.choice, Quot.sound]
'CoarseMeshCPA.density_of_states' depends on axioms: [propext, Classical.choice, Quot.sound]
'CoarseMeshCPA.band_centre_degenerate' depends on axioms: [propext, Classical.choice, Quot.sound]
```
